# For a positive definite interaction matrix, electrode charges of fixed total fix the site potentials up to a constant

Electrode charges at equilibrium can be specified in two ways: as the charges of lowest energy, or as the charges that satisfy a potential-equalisation condition with a Lagrange multiplier. Here the first is the definition and the second is proved equivalent to it. A minimiser is a charge vector that no competitor of the same total charge beats, and neither derivatives nor a multiplier enter the definition.

The total charge is a prescribed number Q, with the neutral electrode system as the case Q = 0. For a positive definite interaction matrix on at least one site, there is exactly one minimiser. Two sets of site potentials lead to the same minimiser, at the same Q, if and only if they differ by one number common to all sites.

In constant-potential simulations with a charge constraint, this means that a common shift of all electrode potentials has no effect on the charges, while any other change of the site potentials alters them, within a quadratic energy model at fixed atomic positions.

## Sites, charges and energy

The electrode atoms, those of all electrodes together, are labelled by the elements of a finite type `n`. A vector of charges or potentials is a function `n → ℝ`, one real number per site.

```lean
import Mathlib

open Matrix

namespace ConstantPotentialElectrode

variable {n : Type*} [Fintype n]
```

Let A be the matrix of interactions between site charges, q the charges and v the site potentials. The energy is

E(q) = q·Aq/2 − q·v.

In a simulation with an electrolyte, v_i is the potential imposed on site i minus the potential that the electrolyte produces there. In Lean, `⬝ᵥ` is the dot product and `*ᵥ` is the matrix acting on a vector. Units and the Coulomb prefactor are absorbed in A and v.

```lean
/-- Energy `q·Aq/2 - q·v` of site charges `q` with interaction matrix `A` in the site
potentials `v`. -/
noncomputable def energy (A : Matrix n n ℝ) (v q : n → ℝ) : ℝ :=
  (q ⬝ᵥ (A *ᵥ q)) / 2 - q ⬝ᵥ v
```

The definition of a minimiser has two parts: the charges sum to Q, and every p with the same sum satisfies E(q) ≤ E(p). The competitors p are arbitrary real vectors, so the charge of a single site is not bounded.

```lean
/-- The charges `q` have total charge `Q` and minimise the energy among all charge vectors
with that total. -/
def IsMinimiser (A : Matrix n n ℝ) (v : n → ℝ) (Q : ℝ) (q : n → ℝ) : Prop :=
  ∑ i, q i = Q ∧ ∀ p : n → ℝ, ∑ i, p i = Q → energy A v q ≤ energy A v p
```

## What positive definiteness supplies

The hypothesis `A.PosDef` says that A is symmetric and that x·Ax > 0 for every x ≠ 0. Physically, any non-zero set of electrode charges costs energy to assemble when no external potential acts. Gaussian charges of one common width at distinct sites, with open boundaries and their self-energies included, satisfy this. Bare point charges with a zero diagonal in A do not, since a single charge then has x·Ax = 0. For a given electrode model the condition has to be established separately; here it is assumed.

Symmetry gives reciprocity of the interaction:

x·Ay = Σ_ij x_i A_ij y_j = Σ_ij y_j A_ji x_i = y·Ax.

Mathlib states the symmetry of `PosDef` through the conjugate transpose, which for real entries is the ordinary transpose. The first lines of the proof make that translation, and the `calc` block moves A from one factor to the other.

```lean
/-- For a positive definite interaction matrix, the interaction of charges `x` with charges `y`
equals that of `y` with `x`. -/
theorem interaction_symm {A : Matrix n n ℝ} (hA : A.PosDef) (x y : n → ℝ) :
    x ⬝ᵥ (A *ᵥ y) = y ⬝ᵥ (A *ᵥ x) := by
  have hT : Aᵀ = A := by
    rw [← conjTranspose_eq_transpose_of_trivial]
    exact hA.isHermitian.eq
  calc x ⬝ᵥ (A *ᵥ y) = (x ᵥ* A) ⬝ᵥ y := Matrix.dotProduct_mulVec _ _ _
    _ = (A *ᵥ x) ⬝ᵥ y := by rw [← Matrix.mulVec_transpose, hT]
    _ = y ⬝ᵥ (A *ᵥ x) := dotProduct_comm _ _
```

Positivity needs a similar translation, because Mathlib's general statement has a complex conjugate on the left vector. For real vectors `star_trivial` removes it.

```lean
/-- For a positive definite interaction matrix, `x·Ax` is positive for all non-zero charges `x`. -/
theorem interaction_pos {A : Matrix n n ℝ} (hA : A.PosDef) {x : n → ℝ} (hx : x ≠ 0) :
    0 < x ⬝ᵥ (A *ᵥ x) := by
  simpa only [star_trivial] using hA.dotProduct_mulVec_pos hx
```

## The energy above an equalised state

Suppose that the charges q satisfy, for some number μ and on every site i,

(Aq)_i + μ = v_i.

The potential generated by the electrode charges then matches v up to a common offset. Multiplying by x_i and summing gives, for any charges x,

x·v = x·Aq + μ Σ_i x_i.

Now let p have the same total charge as q. Using this identity for x = p and for x = q,

E(p) − E(q) = p·Ap/2 − p·Aq − μ Σ_i p_i − q·Aq/2 + q·Aq + μ Σ_i q_i.

The two terms in μ cancel because the totals agree. What remains is

E(p) − E(q) = p·Ap/2 − p·Aq + q·Aq/2 = (p − q)·A(p − q)/2,

where the last step uses p·Aq = q·Ap. Because the energy is quadratic, this is exact for p at any distance from q.

In the proof, `hv` is the identity for x·v. The `rw` line inserts it for both vectors, replaces one total by the other and expands the difference; `ring` collects the terms.

```lean
/-- Let `A` be positive definite and let `Aq` differ from `v` by the same constant on all sites.
Then charges `p` with the same total as `q` have the energy of `q` plus `(p - q)·A(p - q)/2`. -/
theorem energy_gap {A : Matrix n n ℝ} (hA : A.PosDef) {v q p : n → ℝ} {μ : ℝ}
    (h : ∀ i, (A *ᵥ q) i + μ = v i) (hsum : ∑ i, p i = ∑ i, q i) :
    energy A v p = energy A v q + ((p - q) ⬝ᵥ (A *ᵥ (p - q))) / 2 := by
  -- the constant couples only to the total charge
  have hv : ∀ x : n → ℝ, x ⬝ᵥ v = x ⬝ᵥ (A *ᵥ q) + μ * ∑ i, x i := by
    intro x
    simp only [dotProduct, Finset.mul_sum, ← Finset.sum_add_distrib]
    refine Finset.sum_congr rfl fun i _ => ?_
    rw [← h i]
    ring
  unfold energy
  rw [hv p, hv q, hsum, Matrix.mulVec_sub, sub_dotProduct, dotProduct_sub, dotProduct_sub,
    interaction_symm hA q p]
  ring
```

## Constructing charges with the required total

It remains to find charges that satisfy the equalisation condition and have total Q. Two linear problems are enough. Let u be the charges that generate a unit potential on all sites, and w those that generate v:

Au = 1, Aw = v,

where 1 stands for the vector with every entry equal to one. For any μ, the charges q = w − μu satisfy

Aq + μ1 = v − μ1 + μ1 = v.

Their total is Σ_i w_i − μ Σ_i u_i, which equals Q for

μ = (Σ_i w_i − Q) / Σ_i u_i.

The denominator is positive, since

Σ_i u_i = u·1 = u·Au > 0.

Here u ≠ 0 because A0 = 0 is not the vector of ones when there is at least one site. That is the role of `[Nonempty n]`: with no sites the only possible total is zero, and a minimiser with Q ≠ 0 could not exist.

Both linear problems are solved by `LinearMap.injective_iff_surjective`, the Mathlib result that carries the existence proof. It says that a linear map from a finite-dimensional vector space to itself is injective exactly when it is surjective. The matrix enters as `A.mulVecLin`, the linear map that sends x to Ax, and its source and target are both `n → ℝ`.

Injectivity is the side that energy controls. If Ax = 0 with x ≠ 0, then x·Ax = 0, against positivity; this is the block that proves `hinj`. The equivalence turns it into `hsurj`, which says that every potential vector is generated by some charges. Applied to the constant function 1 and to v, `hsurj` delivers u and w together with the equations they satisfy. No determinant or inverse matrix has to be handled, and no compactness argument is needed to show that a minimum is attained.

Finite dimension matters for this equivalence. On infinite sequences, the map that inserts a zero in front and moves every entry one place along is linear and injective, but it never produces a sequence with a non-zero first entry.

The closing `refine` supplies q and μ as above. Its first bullet checks the total charge, its second the equalisation condition.

```lean
/-- For a positive definite interaction matrix on at least one site, some charges of total `Q`
make `Aq` differ from `v` by the same constant `μ` on all sites. -/
theorem exists_equalised [Nonempty n] {A : Matrix n n ℝ} (hA : A.PosDef) (v : n → ℝ) (Q : ℝ) :
    ∃ (q : n → ℝ) (μ : ℝ), ∑ i, q i = Q ∧ ∀ i, (A *ᵥ q) i + μ = v i := by
  have hinj : Function.Injective A.mulVecLin := by
    rw [← LinearMap.ker_eq_bot, LinearMap.ker_eq_bot']
    intro x hx
    by_contra hne
    have hpos := interaction_pos hA hne
    rw [Matrix.mulVecLin_apply] at hx
    rw [hx, dotProduct_zero] at hpos
    exact lt_irrefl _ hpos
  have hsurj := LinearMap.injective_iff_surjective.mp hinj
  -- responses to a uniform unit potential and to `v`
  obtain ⟨u, hu⟩ := hsurj (fun _ => 1)
  obtain ⟨w, hw⟩ := hsurj v
  rw [Matrix.mulVecLin_apply] at hu hw
  have hu0 : u ≠ 0 := by
    rintro rfl
    have h1 := congrFun hu (Classical.arbitrary n)
    simp at h1
  have hs : 0 < ∑ i, u i := by
    have hpos := interaction_pos hA hu0
    rw [hu] at hpos
    simpa [dotProduct] using hpos
  -- a uniform shift adjusts the total charge to `Q`
  refine ⟨w - ((∑ i, w i - Q) / ∑ i, u i) • u, (∑ i, w i - Q) / ∑ i, u i, ?_, fun i => ?_⟩
  · simp only [Pi.sub_apply, Pi.smul_apply, smul_eq_mul, Finset.sum_sub_distrib,
      ← Finset.mul_sum]
    rw [div_mul_cancel₀ _ hs.ne']
    ring
  · rw [Matrix.mulVec_sub, Matrix.mulVec_smul, hu, hw]
    simp
```

## Minimisation is the same as equalisation

If q has total Q and satisfies the equalisation condition, the energy gap to any competitor p is (p − q)·A(p − q)/2 ≥ 0, so q is a minimiser.

Conversely, let q be a minimiser and let r be the equalised charges just constructed, also with total Q. Then

E(q) = E(r) + (q − r)·A(q − r)/2 and E(q) ≤ E(r).

The quadratic term cannot be positive, so q = r, and q inherits the equalisation condition from r. The usual Lagrange condition is thus obtained without differentiating.

In Lean the two directions are the two bullets after `constructor`. In each, `hgap` is the energy identity, `hpos` is positivity for a non-zero difference, and `linarith` combines the inequalities.

```lean
/-- For a positive definite interaction matrix on at least one site, charges minimise the energy
at total charge `Q` exactly when they have that total and `Aq` differs from `v` by the same
constant on all sites. -/
theorem isMinimiser_iff [Nonempty n] {A : Matrix n n ℝ} (hA : A.PosDef) {v q : n → ℝ} {Q : ℝ} :
    IsMinimiser A v Q q ↔ ∑ i, q i = Q ∧ ∃ μ : ℝ, ∀ i, (A *ᵥ q) i + μ = v i := by
  constructor
  · intro hq
    obtain ⟨r, μ, hr, hμ⟩ := exists_equalised hA v Q
    have hgap := energy_gap hA hμ (hq.1.trans hr.symm)
    have hle := hq.2 r hr
    -- a minimiser cannot lie above the equalised charges, so it equals them
    have hqr : q = r := by
      by_contra hne
      have hpos := interaction_pos hA (sub_ne_zero.mpr hne)
      linarith
    exact ⟨hq.1, μ, by rw [hqr]; exact hμ⟩
  · rintro ⟨hq, μ, hμ⟩
    refine ⟨hq, fun p hp => ?_⟩
    have hgap := energy_gap hA hμ (hp.trans hq.symm)
    by_cases hpq : p = q
    · rw [hpq]
    · have hpos := interaction_pos hA (sub_ne_zero.mpr hpq)
      linarith
```

Uniqueness follows from the same gap. If p is another minimiser, then E(p) ≤ E(q), while p ≠ q would give E(p) > E(q). The notation `∃!` in the theorem means that there is exactly one such vector.

```lean
/-- For a positive definite interaction matrix on at least one site, exactly one charge vector
minimises the energy at total charge `Q`. -/
theorem existsUnique_minimiser [Nonempty n] {A : Matrix n n ℝ} (hA : A.PosDef)
    (v : n → ℝ) (Q : ℝ) : ∃! q, IsMinimiser A v Q q := by
  obtain ⟨q, μ, hq, hμ⟩ := exists_equalised hA v Q
  have hmin : IsMinimiser A v Q q := (isMinimiser_iff hA).mpr ⟨hq, μ, hμ⟩
  refine ⟨q, hmin, fun p hp => ?_⟩
  by_contra hne
  have hgap := energy_gap hA hμ (hp.1.trans hq.symm)
  have hle := hp.2 q hq
  have hpos := interaction_pos hA (sub_ne_zero.mpr hne)
  linarith
```

## Which potentials give the same charges

Let q minimise the energy for v, and q' for v', both at total charge Q. By the equivalence there are numbers μ and μ' with

Aq + μ1 = v, Aq' + μ'1 = v'.

If q = q', subtraction gives v_i − v'_i = μ − μ' on every site, so the difference is constant.

If instead v_i − v'_i = c on every site, then

(Aq')_i + μ' + c = v'_i + c = v_i.

So q' satisfies the equalisation condition for v as well, with multiplier μ' + c. It is therefore a minimiser for v, and by uniqueness it equals q.

In the theorem, `hq` and `hq'` say that the two charge vectors are minimisers, and the shared `Q` fixes the same total for both. The constant c is quantified before the site i, so one number serves all sites of all electrodes. A shift of one electrode relative to another is not of this form. With a single site every potential difference is constant, and the only charge vector of total Q is the minimiser for any potential.

```lean
/-- For a positive definite interaction matrix on at least one site, two potential vectors give
the same minimising charges at equal total charge `Q` if and only if their difference is
constant over all sites. -/
theorem minimiser_eq_iff [Nonempty n] {A : Matrix n n ℝ} (hA : A.PosDef)
    {v v' q q' : n → ℝ} {Q : ℝ} (hq : IsMinimiser A v Q q) (hq' : IsMinimiser A v' Q q') :
    q = q' ↔ ∃ c : ℝ, ∀ i, v i - v' i = c := by
  obtain ⟨_, μ, hμ⟩ := (isMinimiser_iff hA).mp hq
  obtain ⟨hQ', μ', hμ'⟩ := (isMinimiser_iff hA).mp hq'
  constructor
  · intro h
    rw [h] at hμ
    exact ⟨μ - μ', fun i => by linarith [hμ i, hμ' i]⟩
  · rintro ⟨c, hc⟩
    -- the constant is absorbed in the multiplier, so `q'` also minimises for `v`
    have hmin : IsMinimiser A v Q q' :=
      (isMinimiser_iff hA).mpr ⟨hQ', μ' + c, fun i => by linarith [hμ' i, hc i]⟩
    exact (existsUnique_minimiser hA v Q).unique hq hmin
```

## The sign of the charge response

When the potential difference is not constant over the sites, the charges differ, and the direction of the change is restricted. Write d = q − q'. Subtracting the two equalisation conditions gives

v − v' = Ad + (μ − μ')1.

Since both charge vectors have total Q, Σ_i d_i = 0, and therefore

d·(v − v') = d·Ad + (μ − μ') Σ_i d_i = d·Ad > 0.

If v and v' differ only by a voltage ΔU ≠ 0 on all sites of one of two electrodes, the left side is ΔU times the change of that electrode's charge. Raising its potential then raises its charge, for fixed positions of all atoms.

In the proof, `hne` comes from the preceding theorem, `hsum` is the vanishing total of d, and `hresp` is the displayed identity before the sum is set to zero.

```lean
/-- For a positive definite interaction matrix on at least one site, a potential change that is
not constant over the sites has a positive product with the change of the minimising charges
at fixed total charge. -/
theorem charge_response_pos [Nonempty n] {A : Matrix n n ℝ} (hA : A.PosDef)
    {v v' q q' : n → ℝ} {Q : ℝ} (hq : IsMinimiser A v Q q) (hq' : IsMinimiser A v' Q q')
    (hv : ¬ ∃ c : ℝ, ∀ i, v i - v' i = c) :
    0 < (q - q') ⬝ᵥ (v - v') := by
  have hne : q ≠ q' := fun h => hv ((minimiser_eq_iff hA hq hq').mp h)
  obtain ⟨hQ, μ, hμ⟩ := (isMinimiser_iff hA).mp hq
  obtain ⟨hQ', μ', hμ'⟩ := (isMinimiser_iff hA).mp hq'
  have hsum : ∑ i, (q - q') i = 0 := by
    simp only [Pi.sub_apply, Finset.sum_sub_distrib]
    rw [hQ, hQ', sub_self]
  have hresp : (q - q') ⬝ᵥ (v - v')
      = (q - q') ⬝ᵥ (A *ᵥ (q - q')) + (μ - μ') * ∑ i, (q - q') i := by
    rw [Matrix.mulVec_sub]
    simp only [dotProduct, Finset.mul_sum, ← Finset.sum_add_distrib]
    refine Finset.sum_congr rfl fun i _ => ?_
    simp only [Pi.sub_apply]
    rw [← hμ i, ← hμ' i]
    ring
  rw [hresp, hsum, mul_zero, add_zero]
  exact interaction_pos hA (sub_ne_zero.mpr hne)

end ConstantPotentialElectrode
```

```lean
#print axioms ConstantPotentialElectrode.charge_response_pos
-- 'ConstantPotentialElectrode.charge_response_pos' depends on axioms: [propext, Classical.choice, Quot.sound]
```

## Range of the model

The theorems concern one configuration at a time, with A and v given. Averages over electrolyte motion, where v changes from step to step, are not treated here, and neither is an interaction matrix that itself depends on the charges. They also compare minimisers at equal total charge only. If the total is free to vary, a uniform shift of v by c ≠ 0 does change the charges, because it adds −c Σ_i q_i to the energy, and this term is then no longer the same for all competitors.

Positivity is assumed for all charge vectors, including those with a net charge. The construction of u and w uses it in that form, although the energy gap involves only differences of zero total charge.
